# In a product state, the variance of f(x) + g(y) is the sum of the subsystem variances

The theorem `bornVariance_add` concerns two subsystems with finitely many configurations each, in a product state ψ(x)φ(y) with real, nonzero factors. It states that the variance of f(x) + g(y), where f and g are any real functions of the respective configurations, equals the variance of f in ψ plus the variance of g in φ. The states need not be normalised, since each average is divided by the state's squared norm. The attempt writes each variance as the mean square minus the square of the mean and expands (f(x) + g(y))². It then splits the average into its terms, factorises the cross terms into products of subsystem averages, and leaves the remaining algebra to `ring`.

The failing Lean file:

```lean
import Mathlib

open Matrix
open scoped Kronecker

namespace IndependentSubsystemVariance

noncomputable section

variable {X Y : Type*} [Fintype X] [Fintype Y]

/-- The average of `f` over configurations distributed as the normalized square of `ψ`. -/
def bornMean (ψ f : X → ℝ) : ℝ :=
  (∑ x, ψ x ^ 2 * f x) / ∑ x, ψ x ^ 2

/-- The variance of `f` over configurations distributed as the normalized square of `ψ`. -/
def bornVariance (ψ f : X → ℝ) : ℝ :=
  bornMean ψ (fun x => (f x - bornMean ψ f) ^ 2)

/-- The product state `ψ(x) φ(y)` of two subsystems. -/
def productState (ψ : X → ℝ) (φ : Y → ℝ) : X × Y → ℝ :=
  fun p => ψ p.1 * φ p.2

/-- A nonzero state has positive squared norm. -/
theorem normSq_pos {ψ : X → ℝ} (hψ : ψ ≠ 0) : 0 < ∑ x, ψ x ^ 2 := by
  obtain ⟨x, hx⟩ := Function.ne_iff.mp hψ
  have hx' : ψ x ≠ 0 := hx
  exact Finset.sum_pos' (fun _ _ => sq_nonneg _) ⟨x, Finset.mem_univ x, by positivity⟩

/-- The average of a sum of two observables is the sum of their averages. -/
theorem bornMean_add (ψ f g : X → ℝ) :
    bornMean ψ (fun x => f x + g x) = bornMean ψ f + bornMean ψ g := by
  simp only [bornMean, mul_add, Finset.sum_add_distrib, add_div]

/-- In a product state, the average of a product of one observable from each subsystem
is the product of the subsystem averages. -/
theorem bornMean_mul (ψ : X → ℝ) (φ : Y → ℝ) (f : X → ℝ) (g : Y → ℝ) :
    bornMean (productState ψ φ) (fun p => f p.1 * g p.2) = bornMean ψ f * bornMean φ g := by
  have h1 : ∑ p : X × Y, productState ψ φ p ^ 2 * (f p.1 * g p.2)
      = (∑ x, ψ x ^ 2 * f x) * ∑ y, φ y ^ 2 * g y := by
    rw [Fintype.sum_prod_type, Finset.sum_mul_sum]
    refine Finset.sum_congr rfl fun x _ => Finset.sum_congr rfl fun y _ => ?_
    simp only [productState]
    ring
  have h2 : ∑ p : X × Y, productState ψ φ p ^ 2 = (∑ x, ψ x ^ 2) * ∑ y, φ y ^ 2 := by
    rw [Fintype.sum_prod_type, Finset.sum_mul_sum]
    refine Finset.sum_congr rfl fun x _ => Finset.sum_congr rfl fun y _ => ?_
    simp only [productState]
    ring
  simp only [bornMean]
  rw [h1, h2, mul_div_mul_comm]

/-- In a product state, the average of `f(x) + g(y)` is the sum of the subsystem averages. -/
theorem bornMean_sum {ψ : X → ℝ} {φ : Y → ℝ} (hψ : ψ ≠ 0) (hφ : φ ≠ 0)
    (f : X → ℝ) (g : Y → ℝ) :
    bornMean (productState ψ φ) (fun p => f p.1 + g p.2) = bornMean ψ f + bornMean φ g := by
  -- the squared states are normalized to total probability one
  have o1 : bornMean ψ (fun _ => 1) = 1 := by
    simp only [bornMean, mul_one]
    exact div_self (normSq_pos hψ).ne'
  have o2 : bornMean φ (fun _ => 1) = 1 := by
    simp only [bornMean, mul_one]
    exact div_self (normSq_pos hφ).ne'
  have h1 := bornMean_mul ψ φ f (fun _ => 1)
  have h2 := bornMean_mul ψ φ (fun _ => 1) g
  simp only [o2, mul_one] at h1
  simp only [o1, one_mul] at h2
  rw [bornMean_add (productState ψ φ) (fun p => f p.1) (fun p => g p.2), h1, h2]

/-- The variance is the mean square minus the square of the mean. -/
theorem bornVariance_eq {ψ : X → ℝ} (hψ : ψ ≠ 0) (f : X → ℝ) :
    bornVariance ψ f = bornMean ψ (fun x => f x ^ 2) - bornMean ψ f ^ 2 := by
  have hN := (normSq_pos hψ).ne'
  have hm : ∑ x, ψ x ^ 2 * f x = bornMean ψ f * ∑ x, ψ x ^ 2 := (div_eq_iff hN).mp rfl
  have hq : ∑ x, ψ x ^ 2 * f x ^ 2 = bornMean ψ (fun x => f x ^ 2) * ∑ x, ψ x ^ 2 :=
    (div_eq_iff hN).mp rfl
  -- expand the squared deviation from an arbitrary reference value
  have hs : ∀ m : ℝ, ∑ x, ψ x ^ 2 * (f x - m) ^ 2
      = ∑ x, ψ x ^ 2 * f x ^ 2 - 2 * m * ∑ x, ψ x ^ 2 * f x + m ^ 2 * ∑ x, ψ x ^ 2 := by
    intro m
    rw [Finset.mul_sum, Finset.mul_sum, ← Finset.sum_sub_distrib, ← Finset.sum_add_distrib]
    exact Finset.sum_congr rfl fun x _ => by ring
  show (∑ x, ψ x ^ 2 * (f x - bornMean ψ f) ^ 2) / ∑ x, ψ x ^ 2 = _
  rw [div_eq_iff hN, hs, hm, hq]
  ring

/-- In a product state, the variance of `f(x) + g(y)` is the sum of the subsystem variances,
for any observables `f` and `g`. -/
theorem bornVariance_add {ψ : X → ℝ} {φ : Y → ℝ} (hψ : ψ ≠ 0) (hφ : φ ≠ 0)
    (f : X → ℝ) (g : Y → ℝ) :
    bornVariance (productState ψ φ) (fun p => f p.1 + g p.2)
      = bornVariance ψ f + bornVariance φ g := by
  have hP : productState ψ φ ≠ 0 := by
    obtain ⟨x, hx⟩ := Function.ne_iff.mp hψ
    obtain ⟨y, hy⟩ := Function.ne_iff.mp hφ
    intro h
    exact mul_ne_zero hx hy (congrFun h (x, y))
  have e : (fun p : X × Y => (f p.1 + g p.2) ^ 2)
      = fun p => (f p.1 ^ 2 + g p.2 ^ 2) + (f p.1 * g p.2 + f p.1 * g p.2) := by
    funext p
    ring
  -- the cross terms factorize and cancel against the square of the total mean
  rw [bornVariance_eq hP, bornVariance_eq hψ, bornVariance_eq hφ, bornMean_sum hψ hφ f g, e,
    bornMean_add _ (fun p => f p.1 ^ 2 + g p.2 ^ 2) (fun p => f p.1 * g p.2 + f p.1 * g p.2),
    bornMean_add _ (fun p => f p.1 * g p.2) (fun p => f p.1 * g p.2),
    bornMean_sum hψ hφ (fun x => f x ^ 2) (fun y => g y ^ 2), bornMean_mul ψ φ f g]
  ring

end

end IndependentSubsystemVariance
```

Messages:

```
Main.lean:104:4: error: Tactic `rewrite` failed: Did not find an occurrence of the pattern
  bornMean ?m.235 fun x => f ?m.237 ^ 2 + g ?m.240 ^ 2 + (f ?m.267 * g ?m.268 + f ?m.269 * g ?m.270)
in the target expression
  (bornMean (productState ψ φ) fun p => f p.1 ^ 2 + g p.2 ^ 2 + (f p.1 * g p.2 + f p.1 * g p.2)) -
      (bornMean ψ f + bornMean φ g) ^ 2 =
    (bornMean ψ fun x => f x ^ 2) - bornMean ψ f ^ 2 + ((bornMean φ fun x => g x ^ 2) - bornMean φ g ^ 2)

X : Type u_1
Y : Type u_2
inst✝¹ : Fintype X
inst✝ : Fintype Y
ψ : X → ℝ
φ : Y → ℝ
hψ : ψ ≠ 0
hφ : φ ≠ 0
f : X → ℝ
g : Y → ℝ
hP : productState ψ φ ≠ 0
e : (fun p => (f p.1 + g p.2) ^ 2) = fun p => f p.1 ^ 2 + g p.2 ^ 2 + (f p.1 * g p.2 + f p.1 * g p.2)
⊢ (bornMean (productState ψ φ) fun p => f p.1 ^ 2 + g p.2 ^ 2 + (f p.1 * g p.2 + f p.1 * g p.2)) -
      (bornMean ψ f + bornMean φ g) ^ 2 =
    (bornMean ψ fun x => f x ^ 2) - bornMean ψ f ^ 2 + ((bornMean φ fun x => g x ^ 2) - bornMean φ g ^ 2)
```

What went wrong. The message says that the first `bornMean_add` rewrite found no match for its left-hand side, although the goal contains the intended sum. The pattern shows why: where the goal has `p.1` and `p.2`, it has unresolved placeholders such as `?m.237`.

The state was given as `_`, so the configuration type was still unknown when Lean elaborated the functions `fun p => ...`. Without the type of `p`, Lean could not yet interpret the projections `p.1` and `p.2`. It postponed them, and the rewrite searched with a pattern in which they were still missing. That pattern was not matched with the goal's function of `p`.

The repair names the state, `productState ψ φ`, which fixes the type of `p` as `X × Y`. The projections can then be resolved before the search, and the pattern agrees with the goal. The second `bornMean_add` had the same `_` and gets the same change, though the message reports only the first. The new line break is mere tidying.

The mended proof, as a diff:

```diff
@@ -102,6 +102,7 @@
   -- the cross terms factorize and cancel against the square of the total mean
   rw [bornVariance_eq hP, bornVariance_eq hψ, bornVariance_eq hφ, bornMean_sum hψ hφ f g, e,
-    bornMean_add _ (fun p => f p.1 ^ 2 + g p.2 ^ 2) (fun p => f p.1 * g p.2 + f p.1 * g p.2),
-    bornMean_add _ (fun p => f p.1 * g p.2) (fun p => f p.1 * g p.2),
+    bornMean_add (productState ψ φ) (fun p => f p.1 ^ 2 + g p.2 ^ 2)
+      (fun p => f p.1 * g p.2 + f p.1 * g p.2),
+    bornMean_add (productState ψ φ) (fun p => f p.1 * g p.2) (fun p => f p.1 * g p.2),
     bornMean_sum hψ hφ (fun x => f x ^ 2) (fun y => g y ^ 2), bornMean_mul ψ φ f g]
   ring
```
